# For a Hermitian matrix T + K, the continuity relation holds for every diagonal f exactly when K is diagonal

When one-photon exchange is transformed from Feynman to Coulomb gauge, matrix elements of the commutator of the kinetic operator $T$ with a photon factor $f=e^{i\mathbf k\cdot\mathbf r}$ are replaced by an energy difference times matrix elements of $f$. The replacement is sound for orbitals of a local potential, but a nonlocal term, such as Dirac–Fock exchange, can spoil it. In a one-particle model with finitely many sites, the condition on the potential can be stated exactly.

## From the commutator to the entries of K

Let $H=T+K$ be a Hermitian matrix on a finite set of sites, with $K$ the potential. Write $\langle a,b\rangle=\sum_x \overline{a_x}\,b_x$, and let $f$ stand both for a function on the sites and for the diagonal matrix with entries $f_x$. The continuity relation for $f$ is

$$\langle a,(Tf-fT)b\rangle=(E_a-E_b)\langle a,fb\rangle$$

for all eigenvectors $a,b$ of $H$, with energies $E_a,E_b$. The claim is that it holds for every $f$ if and only if $K$ is diagonal.

For any matrix $F$, Hermiticity of $H$ and reality of $E_a$ give

$$\langle a,HFb\rangle=\langle Ha,Fb\rangle=E_a\langle a,Fb\rangle,\qquad \langle a,FHb\rangle=E_b\langle a,Fb\rangle .$$

Subtracting gives $\langle a,[H,F]b\rangle=(E_a-E_b)\langle a,Fb\rangle$. With $F=f$ and $[H,f]=[T,f]+[K,f]$, this becomes

$$\langle a,[T,f]b\rangle=(E_a-E_b)\langle a,fb\rangle-\langle a,[K,f]b\rangle .$$

The relation for $f$ therefore holds exactly when $M=[K,f]$ has vanishing matrix elements between all eigenvectors.

This forces $M=0$. Let $v_j$ be an orthonormal eigenbasis of $H$. Any vector $w$ equals $\sum_j\langle v_j,w\rangle v_j$, so a vector orthogonal to all eigenvectors is zero. Applied to $w=Mb$, this gives $Mb=0$ for each eigenvector $b$. Now fix a row $x$ and set $r_z=\overline{M_{xz}}$. Then $\langle b,r\rangle=\overline{(Mb)_x}=0$ for every eigenvector $b$, hence $r=0$, and row $x$ of $M$ vanishes.

Entry by entry,

$$[K,f]_{xy}=K_{xy}(f_y-f_x).$$

The relation for one $f$ thus means that $K_{xy}=0$ whenever $f_x\neq f_y$. If $f$ takes distinct values on distinct sites, this says that $K$ is diagonal. If the relation holds for every $f$, the indicator function of site $x$ gives $K_{xy}=0$ for each $y\ne x$. Conversely, a diagonal $K$ commutes with every $f$.

## One site and two sites

On a single site every $K$ is diagonal, and both sides of the relation vanish. Two sites are the smallest case in which it can fail. Take real $t,k$ and

$$T=\begin{pmatrix}0&-t\\-t&0\end{pmatrix},\quad K=\begin{pmatrix}0&k\\k&0\end{pmatrix},\quad f=\begin{pmatrix}1&0\\0&0\end{pmatrix}.$$

The normalised eigenvectors $a=(1,1)/\sqrt2$ and $b=(1,-1)/\sqrt2$ have energies $k-t$ and $t-k$. The left side of the relation is $-t$ and the right side is $k-t$. They differ by the nonlocal element $k$.

## Sites, eigenstates and the relation in Lean

The finite type `n` is the set of sites. States are functions `n → ℂ`, and operators are complex matrices.

```lean
import Mathlib

open Matrix

namespace ContinuityLocality

variable {n : Type*} [Fintype n] [DecidableEq n]
```

An eigenstate is a nonzero vector with a real energy. It need not be normalised: rescaling $a$ or $b$ multiplies both sides of the continuity relation by the same factor.

```lean
/-- The nonzero vector `a` is an eigenvector of the Hamiltonian `H` with real energy `E`. -/
def IsEigenstate (H : Matrix n n ℂ) (E : ℝ) (a : n → ℂ) : Prop :=
  a ≠ 0 ∧ H *ᵥ a = (E : ℂ) • a
```

In the next definition `star a ⬝ᵥ w` is $\langle a,w\rangle$, conjugate-linear in the first argument, `*ᵥ` applies a matrix to a vector, and `diagonal f` is the operator of multiplication by $f$. The function may be complex, as a photon factor requires. The quantifiers over energies and eigenstates belong to the relation itself.

```lean
/-- The continuity relation for the gauge function `f`: between any two eigenstates of `H`,
the commutator of `T` with `f` has the matrix element `(Ea - Eb) ⟨a, f b⟩`. -/
def ContinuityRelation (T H : Matrix n n ℂ) (f : n → ℂ) : Prop :=
  ∀ (Ea Eb : ℝ) (a b : n → ℂ), IsEigenstate H Ea a → IsEigenstate H Eb b →
    star a ⬝ᵥ ((T * diagonal f - diagonal f * T) *ᵥ b)
      = ((Ea : ℂ) - Eb) * (star a ⬝ᵥ (diagonal f *ᵥ b))
```

## The defect left by the potential

The first theorem is the identity for the full commutator. Its step `hl` moves $H$ onto the bra, using Hermiticity and the real energy; the rest expands the commutator and collects terms.

```lean
omit [DecidableEq n] in
/-- Between eigenstates of a Hermitian `H`, the commutator of `H` with any operator `F` has
the matrix element of `F` times the energy difference. -/
theorem commutator_matrixElement {H : Matrix n n ℂ} (hH : H.IsHermitian)
    {Ea Eb : ℝ} {a b : n → ℂ} (ha : IsEigenstate H Ea a) (hb : IsEigenstate H Eb b)
    (F : Matrix n n ℂ) :
    star a ⬝ᵥ ((H * F - F * H) *ᵥ b) = ((Ea : ℂ) - Eb) * (star a ⬝ᵥ (F *ᵥ b)) := by
  -- the Hamiltonian acts to the left on the bra with the same real energy
  have hl : star a ᵥ* H = (Ea : ℂ) • star a := by
    have h := congrArg star ha.2
    rw [Matrix.star_mulVec, hH.eq, star_smul] at h
    rw [h]
    congr 1
    exact Complex.conj_ofReal Ea
  rw [Matrix.sub_mulVec, ← Matrix.mulVec_mulVec, ← Matrix.mulVec_mulVec, hb.2,
    Matrix.mulVec_smul, dotProduct_sub, dotProduct_smul,
    Matrix.dotProduct_mulVec (star a) H, hl, smul_dotProduct]
  simp only [smul_eq_mul]
  ring
```

Splitting $H$ into $T+K$ isolates the defect $\langle a,[K,f]b\rangle$. Only the sum is assumed Hermitian, which covers the case of Hermitian $T$ and $K$.

```lean
/-- For Hermitian `T + K`, between two eigenstates of `T + K` the matrix element of the commutator
of `T` alone with `f` misses the continuity relation by the matrix element of the commutator of `K`
with `f`. -/
theorem continuity_defect {T K : Matrix n n ℂ} (hH : (T + K).IsHermitian)
    {Ea Eb : ℝ} {a b : n → ℂ} (ha : IsEigenstate (T + K) Ea a)
    (hb : IsEigenstate (T + K) Eb b) (f : n → ℂ) :
    star a ⬝ᵥ ((T * diagonal f - diagonal f * T) *ᵥ b)
      = ((Ea : ℂ) - Eb) * (star a ⬝ᵥ (diagonal f *ᵥ b))
        - star a ⬝ᵥ ((K * diagonal f - diagonal f * K) *ᵥ b) := by
  have h := commutator_matrixElement hH ha hb (diagonal f)
  have e : (T + K) * diagonal f - diagonal f * (T + K)
      = (T * diagonal f - diagonal f * T) + (K * diagonal f - diagonal f * K) := by
    noncomm_ring
  rw [e, Matrix.add_mulVec, dotProduct_add] at h
  linear_combination h
```

## Completeness, used twice

Mathlib supplies an orthonormal eigenbasis of a Hermitian matrix. Here `he` shows that its members are eigenstates in the present sense, `hi` that the expansion coefficients of `w` vanish, and `hw` that `w` is then zero.

```lean
/-- Completeness: a vector orthogonal to every eigenstate of a Hermitian matrix is zero. -/
theorem eigenstates_complete {H : Matrix n n ℂ} (hH : H.IsHermitian) (w : n → ℂ)
    (h : ∀ (E : ℝ) (a : n → ℂ), IsEigenstate H E a → star a ⬝ᵥ w = 0) : w = 0 := by
  have he : ∀ j, IsEigenstate H (hH.eigenvalues j) (hH.eigenvectorBasis j).ofLp := by
    intro j
    refine ⟨fun h0 => ?_, (hH.mulVec_eigenvectorBasis j).trans (by ext x; simp)⟩
    exact hH.eigenvectorBasis.orthonormal.ne_zero j (PiLp.ext fun x => congrFun h0 x)
  have hi : ∀ j, inner ℂ (hH.eigenvectorBasis j) (WithLp.toLp 2 w) = 0 := fun j =>
    (EuclideanSpace.inner_eq_star_dotProduct _ _).trans
      ((dotProduct_comm _ _).trans (h _ _ (he j)))
  -- expand the vector in the orthonormal eigenbasis
  have hw : WithLp.toLp 2 w = (0 : EuclideanSpace ℂ n) :=
    (hH.eigenvectorBasis.sum_repr' (WithLp.toLp 2 w)).symm.trans
      (Finset.sum_eq_zero fun j _ => by rw [hi j, zero_smul])
  exact congrArg WithLp.ofLp hw
```

For a matrix, `h1` applies completeness to $Mb$, and `h2` applies it to the conjugated row $r$ of the derivation.

```lean
/-- An operator whose matrix elements between all eigenstates of a Hermitian matrix vanish
is zero. -/
theorem eq_zero_of_matrixElements {H : Matrix n n ℂ} (hH : H.IsHermitian)
    (M : Matrix n n ℂ)
    (h : ∀ (Ea Eb : ℝ) (a b : n → ℂ), IsEigenstate H Ea a → IsEigenstate H Eb b →
      star a ⬝ᵥ (M *ᵥ b) = 0) : M = 0 := by
  -- completeness on the left: `M` annihilates every eigenstate
  have h1 : ∀ (E : ℝ) (b : n → ℂ), IsEigenstate H E b → M *ᵥ b = 0 := fun E b hb =>
    eigenstates_complete hH _ fun Ea a ha => h Ea E a b ha hb
  ext x y
  -- completeness on the right: every row of `M` vanishes
  have h2 : (fun z => star (M x z)) = 0 :=
    eigenstates_complete hH _ fun E b hb => by
      calc star b ⬝ᵥ (fun z => star (M x z)) = star ((M *ᵥ b) x) := by
            simp only [Matrix.mulVec, dotProduct, star_sum, star_mul, Pi.star_apply]
        _ = 0 := by rw [h1 E b hb, Pi.zero_apply, star_zero]
  have h3 : star (M x y) = 0 := congrFun h2 y
  exact star_eq_zero.mp h3
```

## Locality read off from f

The theorem for one fixed `f` carries the main content. In the forward direction, the relation and the defect formula give `hM`, the vanishing of $[K,f]$; its $(x,y)$ entry is a product, and the factor $f_x-f_y$ is nonzero. In the reverse direction, each entry of the commutator vanishes because either the values of `f` agree or $K_{xy}=0$.

```lean
/-- For Hermitian `T + K` and one gauge function `f`, the continuity relation holds exactly
when `K` has no matrix element between sites at which `f` takes different values. -/
theorem continuityRelation_iff {T K : Matrix n n ℂ} (hH : (T + K).IsHermitian)
    (f : n → ℂ) :
    ContinuityRelation T (T + K) f ↔ ∀ x y, f x ≠ f y → K x y = 0 := by
  constructor
  · intro h x y hxy
    have hM : K * diagonal f - diagonal f * K = 0 :=
      eq_zero_of_matrixElements hH _ fun Ea Eb a b ha hb => by
        linear_combination continuity_defect hH ha hb f - h Ea Eb a b ha hb
    have hE := congrFun (congrFun hM x) y
    rw [Matrix.sub_apply, Matrix.mul_diagonal, Matrix.diagonal_mul, Matrix.zero_apply] at hE
    have hp : (f x - f y) * K x y = 0 := by linear_combination -hE
    exact (mul_eq_zero.mp hp).resolve_left (sub_ne_zero.mpr hxy)
  · intro h Ea Eb a b ha hb
    have hM : K * diagonal f - diagonal f * K = 0 := by
      ext x y
      rw [Matrix.sub_apply, Matrix.mul_diagonal, Matrix.diagonal_mul, Matrix.zero_apply]
      by_cases hxy : f x = f y
      · rw [hxy]
        ring
      · rw [h x y hxy]
        ring
    rw [continuity_defect hH ha hb f, hM, Matrix.zero_mulVec, dotProduct_zero, sub_zero]
```

For an injective `f`, the condition $f_x\ne f_y$ is the same as $x\neq y$, so one such function decides locality. `K.IsDiag` says that all off-diagonal entries of `K` are zero.

```lean
/-- For Hermitian `T + K`, a single gauge function with distinct values on distinct sites
decides locality: its continuity relation holds if and only if `K` is diagonal. -/
theorem continuityRelation_iff_isDiag_of_injective {T K : Matrix n n ℂ}
    (hH : (T + K).IsHermitian) {f : n → ℂ} (hf : Function.Injective f) :
    ContinuityRelation T (T + K) f ↔ K.IsDiag := by
  rw [continuityRelation_iff hH f]
  exact ⟨fun h x y hxy => h x y (hf.ne hxy),
    fun h x y hxy => h fun e => hxy (congrArg f e)⟩
```

In the last theorem the indicator function is `Pi.single x 1`.

```lean
/-- For Hermitian `T + K`, the continuity relation holds for all gauge functions if and only
if the potential `K` is local, that is, diagonal in the site basis. -/
theorem continuity_iff_local {T K : Matrix n n ℂ} (hH : (T + K).IsHermitian) :
    (∀ f : n → ℂ, ContinuityRelation T (T + K) f) ↔ K.IsDiag := by
  constructor
  · intro h x y hxy
    -- the indicator function of site `x` separates `x` from `y`
    refine (continuityRelation_iff hH (Pi.single x 1)).mp (h _) x y ?_
    rw [Pi.single_eq_same, Pi.single_eq_of_ne (Ne.symm hxy)]
    exact one_ne_zero
  · intro h f
    exact (continuityRelation_iff hH f).mpr fun x y hxy => h fun e => hxy (congrArg f e)

end ContinuityLocality
```

```lean
#print axioms ContinuityLocality.continuityRelation_iff
#print axioms ContinuityLocality.continuityRelation_iff_isDiag_of_injective
#print axioms ContinuityLocality.continuity_iff_local
```

```
'ContinuityLocality.continuityRelation_iff' depends on axioms: [propext, Classical.choice, Quot.sound]
'ContinuityLocality.continuityRelation_iff_isDiag_of_injective' depends on axioms: [propext, Classical.choice, Quot.sound]
'ContinuityLocality.continuity_iff_local' depends on axioms: [propext, Classical.choice, Quot.sound]
```

For a Dirac electron the index would label a grid point together with a spinor component, while $f$ depends on the point alone. The fixed-`f` theorem is then the relevant one, and it allows $K$ to mix components at the same point. No continuum limit is taken here, the photon propagator is left out, and identifying $[T,f]$ with a current is a separate step.
